# A differentiable motion with zero velocity at time zero stays differentiable when frozen before that time

Let a real coordinate `g` be differentiable at every time, with velocity `g'`, and let `g' 0 = 0`. The theorem `hasDerivAt_switchOn` says that the motion held at `g 0` before time zero and following `g` afterwards, s ↦ g(max(s, 0)), has velocity g'(max(t, 0)) at every time t. No equation of motion is assumed, nor that the velocity is continuous. The proof treats negative, zero and positive t separately: away from zero the new motion agrees nearby with a constant or with `g`, and at zero the left and right derivatives, both zero, are joined into a two-sided one.

The first attempt, which Lean rejects:

```lean
import Mathlib

open Set

namespace HasDerivAtSwitchOn

noncomputable section

/-- If a differentiable motion `g` has zero velocity at time zero, then the motion obtained by
freezing it at `g 0` before time zero is differentiable at all times, the switching time included.
-/
theorem hasDerivAt_switchOn {g g' : ℝ → ℝ} (hg : ∀ s, HasDerivAt g (g' s) s)
    (h0 : g' 0 = 0) (t : ℝ) :
    HasDerivAt (fun s => g (max s 0)) (g' (max t 0)) t := by
  rcases lt_trichotomy t 0 with h | h | h
  · rw [max_eq_right h.le, h0]
    refine (hasDerivAt_const t (g 0)).congr_of_eventuallyEq ?_
    filter_upwards [Iio_mem_nhds h] with s hs
    exact congrArg g (max_eq_right (mem_Iio.mp hs).le)
  · -- at the switching time the two one-sided derivatives agree
    subst h
    have hl : HasDerivWithinAt (fun s => g (max s 0)) 0 (Iic 0) 0 :=
      (hasDerivWithinAt_const (0 : ℝ) (Iic 0) (g 0)).congr
        (fun s hs => congrArg g (max_eq_right (mem_Iic.mp hs))) (congrArg g (max_self 0))
    have hg0 : HasDerivAt g 0 0 := h0 ▸ hg 0
    have hr : HasDerivWithinAt (fun s => g (max s 0)) 0 (Ici 0) 0 :=
      (hg0.hasDerivWithinAt (s := Ici 0)).congr
        (fun s hs => congrArg g (max_eq_left (mem_Ici.mp hs))) (congrArg g (max_self 0))
    have hu := hl.union hr
    rw [Iic_union_Ici, hasDerivWithinAt_univ] at hu
    rw [max_self, h0]
    exact hu
  · rw [max_eq_left h.le]
    refine (hg t).congr_of_eventuallyEq ?_
    filter_upwards [Ioi_mem_nhds h] with s hs
    exact congrArg g (max_eq_left (mem_Ioi.mp hs).le)

end

end HasDerivAtSwitchOn
```

Lean reports:

```
Main.lean:25:40: error: Type mismatch
  hg 0
has type
  HasDerivAt g (g' 0) 0
but is expected to have type
  HasDerivAt g (g' 0) (g' 0)
```

Cause. The error is in the step `hg0`, which should say that `g` has derivative 0 at time 0. The term `hg 0` gives the derivative as `g' 0`, and `h0 : g' 0 = 0` is meant to turn that value into 0.

In `HasDerivAt g 0 0`, however, the first zero is the derivative and the second is the time. Here `▸` used `h0` from right to left on the expected type and replaced both zeros by `g' 0`. Lean therefore asked for `HasDerivAt g (g' 0) (g' 0)`, a derivative at time `g' 0`, whereas `hg 0` is about time `0`. Hence the type mismatch.

The repair, `(hg 0).congr_deriv h0`, uses the equality only to change the value of the derivative. The time stays `0`, and the result is exactly `HasDerivAt g 0 0`.

The change, after which it compiles:

```diff
@@ -23,5 +23,5 @@
       (hasDerivWithinAt_const (0 : ℝ) (Iic 0) (g 0)).congr
         (fun s hs => congrArg g (max_eq_right (mem_Iic.mp hs))) (congrArg g (max_self 0))
-    have hg0 : HasDerivAt g 0 0 := h0 ▸ hg 0
+    have hg0 : HasDerivAt g 0 0 := (hg 0).congr_deriv h0
     have hr : HasDerivWithinAt (fun s => g (max s 0)) 0 (Ici 0) 0 :=
       (hg0.hasDerivWithinAt (s := Ici 0)).congr
```
